# Verlet steps of 0.5 fs raise a harmonic O-H stretch of period 9 fs at 3700 cm⁻¹ by 18 to 20 cm⁻¹

The exact motion of a harmonic O-H stretch of period 9 fs advances by $\pi/9$ radians in 0.5 fs. Verlet integration with this time step advances the phase slightly more: at 3700 cm⁻¹ the numerical wavenumber is too high by strictly more than 18 and strictly less than 20 cm⁻¹. In first-principles molecular dynamics this error enters vibrational spectra computed from trajectories; the bounds here are for a single harmonic mode.

```lean
import Mathlib

open Real Set

namespace VerletBlueShift

noncomputable section
```

## Phase per step and the Verlet frequency

A vibration of period $T$ and angular frequency $\omega=2\pi/T$, followed with time step $h$, advances in each step by the exact phase
$$w=\omega h=\frac{2\pi h}{T}.$$
The letter $w$ is this dimensionless product, not the frequency $\omega$. In `stepPhase T h` both arguments are real numbers in the same time unit, here femtoseconds.

```lean
/-- The exact phase advance, in radians per time step, of a vibration of period `T`
sampled with time step `h`; the domain is `T ≠ 0`. -/
def stepPhase (T h : ℝ) : ℝ := 2 * π * h / T
```

For a harmonic force, the Verlet positions $x_n$ obey $x_{n+1}-2x_n+x_{n-1}=-w^2x_n$. Inserting $x_n=\cos n\theta$ gives $2-2\cos\theta=w^2$, that is, $\sin(\theta/2)=w/2$. The numerical phase per step is therefore $\theta=2\arcsin(w/2)$ for $0<w\le 2$, and the numerical frequency is $\theta/w$ times the true one. For true wavenumber $\nu$, the shift is
$$\Delta(\nu,w)=\nu\left(\frac{2\arcsin(w/2)}{w}-1\right).$$

Lean takes this formula as the definition of `blueShift`; the recurrence does not appear in the code. The step left to the user is treating a real O-H stretch, which is anharmonic and coupled to its surroundings, as one such mode.

The wavenumber and the period are separate inputs. One could also have computed $\nu=1/(cT)$ from the speed of light $c$, which gives about 3706 cm⁻¹ for 9 fs. The shift would then grow by about 0.03 cm⁻¹ and stay between the same bounds.

```lean
/-- The Verlet blue shift, numerical minus true wavenumber, of a harmonic mode of true wavenumber
`ν` whose exact phase advance is `w` radians per time step; the domain is `0 < w ≤ 2`. -/
def blueShift (ν w : ℝ) : ℝ := ν * (2 * arcsin (w / 2) / w - 1)
```

## Two bounds on the arcsine

For $0<s\le1$ the claim is $s+s^3/6<\arcsin s$. Both sides vanish at $s=0$, so it is enough to compare slopes at $0<x<1$, where we need $1+x^2/2<1/\sqrt{1-x^2}$. This follows from
$$\left(1+\tfrac{x^2}{2}\right)^2(1-x^2)=1-\tfrac34x^4-\tfrac14x^6<1.$$
In Lean, `strictMonoOn_of_deriv_pos` turns the positive slope of the difference into strict growth on $[0,1]$, `hsq` is the identity above, and `lt_of_pow_lt_pow_left₀` removes the square.

```lean
/-- For `0 < s ≤ 1` the arcsine exceeds its cubic Taylor polynomial. -/
theorem cubic_lt_arcsin {s : ℝ} (hs : 0 < s) (hs1 : s ≤ 1) :
    s + s ^ 3 / 6 < arcsin s := by
  have mono : StrictMonoOn (fun x : ℝ => arcsin x - (x + x ^ 3 / 6)) (Icc 0 1) := by
    apply strictMonoOn_of_deriv_pos (convex_Icc 0 1)
    · exact (Real.continuous_arcsin.sub (by fun_prop)).continuousOn
    · intro x hx
      rw [interior_Icc] at hx
      obtain ⟨h0, h1⟩ := hx
      have hp : HasDerivAt (fun y : ℝ => y + y ^ 3 / 6) (1 + x ^ 2 / 2) x :=
        ((hasDerivAt_id' x).fun_add ((hasDerivAt_pow 3 x).div_const 6)).congr_deriv
          (by norm_num; ring)
      have hd := (Real.hasDerivAt_arcsin (by linarith : x ≠ -1) h1.ne).fun_sub hp
      rw [hd.deriv]
      have hpos : 0 < 1 - x ^ 2 := by nlinarith
      have hr : 0 < √(1 - x ^ 2) := Real.sqrt_pos.mpr hpos
      -- compare the slopes after squaring
      have hsq : ((1 + x ^ 2 / 2) * √(1 - x ^ 2)) ^ 2 = 1 - 3 / 4 * x ^ 4 - x ^ 6 / 4 := by
        rw [mul_pow, Real.sq_sqrt hpos.le]
        ring
      have h4 : 0 < x ^ 4 := by positivity
      have h6 : 0 < x ^ 6 := by positivity
      have hlt : (1 + x ^ 2 / 2) * √(1 - x ^ 2) < 1 := by
        apply lt_of_pow_lt_pow_left₀ 2 (by norm_num)
        rw [hsq]
        linarith
      exact sub_pos.mpr ((lt_div_iff₀ hr).mpr hlt)
  have h := mono (left_mem_Icc.mpr zero_le_one) ⟨hs.le, hs1⟩ hs
  norm_num at h
  linarith
```

For an upper bound, add $s^5/10$, a third more than the Taylor term $3s^5/40$. The slope is now $1+x^2/2+x^4/2$, and
$$\left(1+\tfrac{x^2}{2}+\tfrac{x^4}{2}\right)^2(1-x^2)=1+x^4\left(\tfrac14-\tfrac34x^2-\tfrac14x^4-\tfrac14x^6\right).$$
For $0<x<1/2$ the last bracket exceeds $11/256$, so the polynomial has the larger slope. The Lean proof has the same structure as before, with the difference reversed.

```lean
/-- For `0 < s ≤ 1/2` the arcsine lies below its cubic Taylor polynomial plus `s⁵/10`. -/
theorem arcsin_lt_quintic {s : ℝ} (hs : 0 < s) (hs1 : s ≤ 1 / 2) :
    arcsin s < s + s ^ 3 / 6 + s ^ 5 / 10 := by
  have mono : StrictMonoOn (fun x : ℝ => (x + x ^ 3 / 6 + x ^ 5 / 10) - arcsin x)
      (Icc 0 (1 / 2)) := by
    apply strictMonoOn_of_deriv_pos (convex_Icc 0 (1 / 2))
    · exact (Continuous.sub (by fun_prop) Real.continuous_arcsin).continuousOn
    · intro x hx
      rw [interior_Icc] at hx
      obtain ⟨h0, h1⟩ := hx
      have hp : HasDerivAt (fun y : ℝ => y + y ^ 3 / 6 + y ^ 5 / 10)
          (1 + x ^ 2 / 2 + x ^ 4 / 2) x :=
        (((hasDerivAt_id' x).fun_add ((hasDerivAt_pow 3 x).div_const 6)).fun_add
          ((hasDerivAt_pow 5 x).div_const 10)).congr_deriv (by norm_num; ring)
      have hd := hp.fun_sub (Real.hasDerivAt_arcsin (by linarith : x ≠ -1)
        (by linarith : x ≠ 1))
      rw [hd.deriv]
      have h2 := pow_le_pow_left₀ h0.le h1.le 2
      have h4 := pow_le_pow_left₀ h0.le h1.le 4
      have h6 := pow_le_pow_left₀ h0.le h1.le 6
      norm_num at h2 h4 h6
      have hpos : 0 < 1 - x ^ 2 := by linarith
      have hr : 0 < √(1 - x ^ 2) := Real.sqrt_pos.mpr hpos
      -- compare the slopes after squaring
      have hsq : ((1 + x ^ 2 / 2 + x ^ 4 / 2) * √(1 - x ^ 2)) ^ 2
          = 1 + x ^ 4 * (1 / 4 - 3 / 4 * x ^ 2 - x ^ 4 / 4 - x ^ 6 / 4) := by
        rw [mul_pow, Real.sq_sqrt hpos.le]
        ring
      have hgain : 0 < x ^ 4 * (1 / 4 - 3 / 4 * x ^ 2 - x ^ 4 / 4 - x ^ 6 / 4) :=
        mul_pos (by positivity) (by linarith)
      have hlt : 1 < (1 + x ^ 2 / 2 + x ^ 4 / 2) * √(1 - x ^ 2) := by
        apply lt_of_pow_lt_pow_left₀ 2 (by positivity)
        rw [hsq]
        linarith
      exact sub_pos.mpr ((div_lt_iff₀ hr).mpr hlt)
  have h := mono (left_mem_Icc.mpr (by norm_num)) ⟨hs.le, hs1⟩ hs
  norm_num at h
  linarith
```

## Bounds on the shift

Set $s=w/2$. Since $2\arcsin(w/2)/w=\arcsin(s)/s$, dividing the cubic bound by $s$ gives, for $\nu>0$ and $0<w\le2$,
$$\Delta(\nu,w)>\nu\,\frac{s^2}{6}=\nu\,\frac{w^2}{24}.$$

```lean
/-- For `ν > 0` and `0 < w ≤ 2` the blue shift exceeds `ν w² / 24`. -/
theorem lt_blueShift {ν w : ℝ} (hν : 0 < ν) (hw : 0 < w) (hw2 : w ≤ 2) :
    ν * (w ^ 2 / 24) < blueShift ν w := by
  have h := cubic_lt_arcsin (s := w / 2) (by linarith) (by linarith)
  apply mul_lt_mul_of_pos_left _ hν
  rw [lt_sub_iff_add_lt, lt_div_iff₀ hw]
  nlinarith [h]
```

The quintic bound gives, for $\nu>0$ and $0<w\le1$,
$$\Delta(\nu,w)<\nu\left(\frac{w^2}{24}+\frac{w^4}{160}\right).$$

```lean
/-- For `ν > 0` and `0 < w ≤ 1` the blue shift is less than `ν (w² / 24 + w⁴ / 160)`. -/
theorem blueShift_lt {ν w : ℝ} (hν : 0 < ν) (hw : 0 < w) (hw1 : w ≤ 1) :
    blueShift ν w < ν * (w ^ 2 / 24 + w ^ 4 / 160) := by
  have h := arcsin_lt_quintic (s := w / 2) (by linarith) (by linarith)
  apply mul_lt_mul_of_pos_left _ hν
  rw [sub_lt_iff_lt_add, div_lt_iff₀ hw]
  nlinarith [h]
```

## The O-H stretch at 0.5 fs

With $T=9$ and $h=1/2$, $w=\pi/9$. From $3.14<\pi<3.15$ we get $0.348<w<0.35$, hence
$$18.6<3700\,\frac{0.348^2}{24}<\Delta(3700,w)<3700\left(\frac{0.35^2}{24}+\frac{0.35^4}{160}\right)<19.3.$$
The theorem states the phase and the two rounder bounds together. Its proof raises the decimal bounds to the second and fourth powers, and `linarith` combines them with the two shift estimates.

```lean
/-- The exact phase advance of a harmonic O-H stretch of period 9 fs in 0.5 fs is `π/9` radians, and
its blue shift at 3700 cm⁻¹ under Verlet steps of that length lies strictly between 18 and 20 cm⁻¹.
-/
theorem OH_stretch_blueShift :
    stepPhase 9 (1 / 2) = π / 9 ∧
      18 < blueShift 3700 (stepPhase 9 (1 / 2)) ∧
      blueShift 3700 (stepPhase 9 (1 / 2)) < 20 := by
  have hw : stepPhase 9 (1 / 2) = π / 9 := by
    unfold stepPhase
    ring
  have hl : (0.348 : ℝ) ≤ π / 9 := by linarith [Real.pi_gt_d2]
  have hu : π / 9 ≤ (0.35 : ℝ) := by linarith [Real.pi_lt_d2]
  have h0 : 0 < π / 9 := by positivity
  have l2 := pow_le_pow_left₀ (by norm_num) hl 2
  have u2 := pow_le_pow_left₀ h0.le hu 2
  have u4 := pow_le_pow_left₀ h0.le hu 4
  have lo := lt_blueShift (ν := 3700) (by norm_num) h0 (by linarith)
  have up := blueShift_lt (ν := 3700) (by norm_num) h0 (by linarith)
  rw [hw]
  exact ⟨rfl, by linarith, by linarith⟩
```

## Shorter steps

Halving the time step halves $w$. For $0<w\le1$ we have $w^4\le w^2$, so
$$\Delta(\nu,w/2)<\nu w^2\left(\frac1{96}+\frac1{2560}\right)<0.26\,\nu\,\frac{w^2}{24}<0.26\,\Delta(\nu,w).$$
In the limit $w\to0$ the two shift bounds squeeze $\Delta/(\nu w^2)$ to $1/24$, and the remaining fraction tends to exactly one quarter.

```lean
/-- For a mode with `ν > 0` and `0 < w ≤ 1`, halving the time step leaves less than
26 percent of the blue shift. -/
theorem blueShift_half_step {ν w : ℝ} (hν : 0 < ν) (hw : 0 < w) (hw1 : w ≤ 1) :
    blueShift ν (w / 2) < 0.26 * blueShift ν w := by
  have up := blueShift_lt hν (half_pos hw) (by linarith)
  have lo := lt_blueShift hν hw (by linarith)
  have h42 : ν * w ^ 4 ≤ ν * w ^ 2 :=
    mul_le_mul_of_nonneg_left (pow_le_pow_of_le_one hw.le hw1 (by norm_num)) hν.le
  have hpos : 0 < ν * w ^ 2 := by positivity
  have e : ν * ((w / 2) ^ 2 / 24 + (w / 2) ^ 4 / 160)
      = ν * w ^ 2 / 96 + ν * w ^ 4 / 2560 := by ring
  rw [e] at up
  linarith
```

For the same harmonic O-H stretch with 0.25 fs steps, $w=\pi/18$ lies between 0.174 and 0.175. The same estimates place the shift between 4.6 and 4.8 cm⁻¹, and the theorem records the bounds 4 and 5.

```lean
/-- With 0.25 fs Verlet steps the blue shift of an O-H stretch of period 9 fs at
3700 cm⁻¹ lies strictly between 4 and 5 cm⁻¹. -/
theorem OH_stretch_quarter_fs :
    4 < blueShift 3700 (stepPhase 9 (1 / 4)) ∧
      blueShift 3700 (stepPhase 9 (1 / 4)) < 5 := by
  have hw : stepPhase 9 (1 / 4) = π / 18 := by
    unfold stepPhase
    ring
  have hl : (0.174 : ℝ) ≤ π / 18 := by linarith [Real.pi_gt_d2]
  have hu : π / 18 ≤ (0.175 : ℝ) := by linarith [Real.pi_lt_d2]
  have h0 : 0 < π / 18 := by positivity
  have l2 := pow_le_pow_left₀ (by norm_num) hl 2
  have u2 := pow_le_pow_left₀ h0.le hu 2
  have u4 := pow_le_pow_left₀ h0.le hu 4
  have lo := lt_blueShift (ν := 3700) (by norm_num) h0 (by linarith)
  have up := blueShift_lt (ν := 3700) (by norm_num) h0 (by linarith)
  rw [hw]
  exact ⟨by linarith, by linarith⟩

end

end VerletBlueShift
```

```lean
#print axioms VerletBlueShift.OH_stretch_blueShift
#print axioms VerletBlueShift.blueShift_half_step
#print axioms VerletBlueShift.OH_stretch_quarter_fs
```

```
'VerletBlueShift.OH_stretch_blueShift' depends on axioms: [propext, Classical.choice, Quot.sound]
'VerletBlueShift.blueShift_half_step' depends on axioms: [propext, Classical.choice, Quot.sound]
'VerletBlueShift.OH_stretch_quarter_fs' depends on axioms: [propext, Classical.choice, Quot.sound]
```
